# The multinomial sum behind the even radial moments of a Gaussian in d dimensions

For natural numbers d and n, `radial_moment_sum` states that the sum over all d-tuples (k₁, …, k_d) of natural numbers with total n, of the multinomial coefficient times the product of the (2kᵢ−1)!!, equals d(d+2)⋯(d+2n−2), with (−1)!! = 1. In physics this is the counting step in the mean of r²ⁿ for a normalised Gaussian density with independent coordinates of mean zero and unit variance: r²ⁿ is expanded in the squared coordinates, and (2k−1)!! is the 2k-th moment of one coordinate. The declaration itself is an identity between natural numbers and contains no density or integral. The attempt takes the general identity `ladder_sum` for d spaces of dimension 1 and tries to simplify it to the goal.

The failing Lean file:

```lean
import Mathlib

open Finset MeasureTheory
open scoped Nat

namespace GaussianRadialMoments

/-- The odd double factorial `(2k-1)!!`, with the convention `(-1)!! = 1`. -/
def oddFact : ℕ → ℕ
  | 0 => 1
  | k + 1 => (2 * k + 1)‼

/-- The product `c (c+2) (c+4) ⋯` with `n` factors. -/
def ladder (c n : ℕ) : ℕ := ∏ j ∈ range n, (c + 2 * j)

lemma ladder_succ (c n : ℕ) : ladder c (n + 1) = ladder c n * (c + 2 * n) := by
  unfold ladder
  rw [prod_range_succ]

lemma oddFact_succ (k : ℕ) : oddFact (k + 1) = (2 * k + 1) * oddFact k := by
  cases k with
  | zero => simp [oddFact]
  | succ k => exact Nat.doubleFactorial_add_two (2 * k + 1)

/-- In one dimension the product `1 · 3 · 5 ⋯` with `k` factors is `(2k-1)!!`. -/
theorem ladder_one (k : ℕ) : ladder 1 k = oddFact k := by
  induction k with
  | zero => simp [ladder, oddFact]
  | succ k ih => rw [ladder_succ, oddFact_succ, ih]; ring

/-- Joining spaces of dimensions `a` and `b`: the ladder products combine by a binomial
convolution. -/
theorem ladder_add (a b n : ℕ) :
    ladder (a + b) n =
      ∑ p ∈ antidiagonal n, n.choose p.1 * (ladder a p.1 * ladder b p.2) := by
  induction n with
  | zero => simp [ladder]
  | succ n ih =>
    -- Pascal's rule splits the sum according to which factor is raised
    have h := Finset.sum_antidiagonal_choose_succ_mul
      (fun i j => (ladder a i * ladder b j : ℕ)) n
    simp only [Nat.cast_id] at h
    rw [h, ladder_succ, ih, sum_mul, ← sum_add_distrib]
    refine sum_congr rfl fun p hp => ?_
    have hp' := mem_antidiagonal.1 hp
    have hc : n.choose p.2 = n.choose p.1 := by
      rw [← hp']; exact Nat.choose_symm_add.symm
    have e : a + b + 2 * n = (a + 2 * p.1) + (b + 2 * p.2) := by omega
    simp only [ladder_succ, hc, e]
    ring

/-- Joining any finite family of spaces of dimensions `c i`: the ladder products combine by a
multinomial convolution. -/
theorem ladder_sum {ι : Type*} [DecidableEq ι] (s : Finset ι) (c : ι → ℕ) (n : ℕ) :
    ∑ k ∈ piAntidiag s n, Nat.multinomial s k * ∏ i ∈ s, ladder (c i) (k i) =
      ladder (∑ i ∈ s, c i) n := by
  induction s using Finset.cons_induction generalizing n with
  | empty => cases n <;> simp [ladder, prod_range_succ']
  | cons a s ha ih =>
    rw [sum_cons, ladder_add, piAntidiag_cons ha, sum_disjiUnion]
    refine sum_congr rfl fun p hp => ?_
    rw [sum_map, ← ih, mul_sum, mul_sum]
    refine sum_congr rfl fun k hk => ?_
    have hk' := mem_piAntidiag.1 hk
    have ka : k a = 0 := by
      by_contra h
      exact ha (hk'.2 a h)
    -- a tuple on the larger family is a value at `a` and a tuple on `s`
    have key : ∀ g : ι → ℕ, g a = p.1 → (∀ i ∈ s, g i = k i) →
        Nat.multinomial (cons a s ha) g * ∏ i ∈ cons a s ha, ladder (c i) (g i) =
        n.choose p.1 * (ladder (c a) p.1 *
          (Nat.multinomial s k * ∏ i ∈ s, ladder (c i) (k i))) := by
      intro g hga hgs
      have h1 : ∏ i ∈ s, ladder (c i) (g i) = ∏ i ∈ s, ladder (c i) (k i) :=
        prod_congr rfl fun i hi => by rw [hgs i hi]
      have h2 : ∑ i ∈ s, g i = p.2 := (sum_congr rfl hgs).trans hk'.1
      rw [Nat.multinomial_cons, prod_cons, hga, h1, h2, Nat.multinomial_congr hgs,
        mem_antidiagonal.1 hp]
      ring
    refine key _ (by simp [ka]) fun i hi => ?_
    have hne : i ≠ a := fun h => ha (h ▸ hi)
    simp [hne]

/-- Radial moment identity in `d` dimensions: the multinomial sum of products of `(2kᵢ-1)!!`
over all `d`-tuples of total `n` equals `d (d+2) ⋯ (d+2n-2)`. -/
theorem radial_moment_sum (d n : ℕ) :
    ∑ k ∈ piAntidiag (univ : Finset (Fin d)) n,
      Nat.multinomial univ k * ∏ i, oddFact (k i) = ∏ j ∈ range n, (d + 2 * j) := by
  have h := ladder_sum (univ : Finset (Fin d)) (fun _ => 1) n
  simpa [ladder_one, ladder] using h

end GaussianRadialMoments
```

Lean reports:

```
Main.lean:90:2: error: Type mismatch: After simplification, term
  h
 has type
  ∑ k ∈ univ.piAntidiag n, Nat.multinomial univ k * ∏ i, ∏ j ∈ range (k i), (1 + 2 * j) = ∏ x ∈ range n, (d + 2 * x)
but is expected to have type
  ∑ k ∈ univ.piAntidiag n, Nat.multinomial univ k * ∏ i, oddFact (k i) = ∏ j ∈ range n, (d + 2 * j)
```

The message says that after simplification `h` still differs from the goal: it has `∏ j ∈ range (k i), (1 + 2 * j)` where the goal has `oddFact (k i)`. The `simpa` call was given both `ladder_one`, which turns `ladder 1 k` into `oddFact k`, and the definition `ladder`, which unfolds the same term into a product. The unfolding was applied to `ladder 1 (k i)`, and after that `ladder_one` had no `ladder 1 _` left to match. The two products are equal, but nothing in the call turns the unfolded one back into `oddFact`.

The repair leaves `ladder` out of the simp set, so `ladder_one` now applies. The other lemmas in the `simp only` call evaluate the sum of d ones to `d`, which the old call had also managed. The right side of `h` is then `ladder d n`, while the goal has the explicit product. These are equal by definition, so `exact h` is accepted without a separate unfolding step.

The mended proof, as a diff:

```diff
@@ -88,5 +88,6 @@
       Nat.multinomial univ k * ∏ i, oddFact (k i) = ∏ j ∈ range n, (d + 2 * j) := by
   have h := ladder_sum (univ : Finset (Fin d)) (fun _ => 1) n
-  simpa [ladder_one, ladder] using h
+  simp only [ladder_one, sum_const, card_univ, Fintype.card_fin, smul_eq_mul, mul_one] at h
+  exact h
 
 end GaussianRadialMoments
```
